# The zero-temperature limit of the Fermi level and occupation of a partially filled shell

The Fermi level enters here as a function $\mu(T)$ about which only one thing is assumed: at every temperature $T>0$ it gives the prescribed electron number $N$. No formula for $\mu(T)$, no continuity in $T$ and no particular solver is presupposed.

The electrons occupy finitely many fixed levels $e_i$ with weights $w_i\ge 0$, which may combine spin degeneracy and k-point weights. Let $A$ be the total weight strictly below an energy $E$, and $B$ the total weight at or below $E$. If $A<N<B$, the shell at $E$ is partially filled. As $T$, measured in energy units, decreases to zero,

$$\mu(T)\to E,\qquad \frac{1}{1+e^{(E-\mu(T))/T}}\to\frac{N-A}{B-A}.$$

For such non-interacting levels, this is the fractional occupation that Fermi-Dirac smearing gives to an open shell in the limit of vanishing width.

## Levels, weights and the electron count

In Lean 4 with Mathlib:

```lean
import Mathlib

open Filter Topology

namespace PartiallyFilledShell

noncomputable section

variable {ι : Type*} [Fintype ι]
```

The type `ι` is the finite set of level labels. The opened namespaces supply the notation for limits used below.

```lean
/-- Fermi-Dirac occupation of a level `e` at Fermi level `μ` and temperature `T > 0`
(in energy units). -/
def fermi (e μ T : ℝ) : ℝ := 1 / (1 + Real.exp ((e - μ) / T))
```

This is $f(e,\mu,T)=1/(1+e^{(e-\mu)/T})$. Temperature is measured in energy units, so $T$ stands for $k_BT$.

```lean
/-- Electron count of the levels `e i` with weights `w i` at Fermi level `μ` and
temperature `T > 0`. -/
def electronCount (w e : ι → ℝ) (μ T : ℝ) : ℝ := ∑ i, w i * fermi (e i) μ T
```

The electron count is $n(\mu,T)=\sum_i w_i f(e_i,\mu,T)$. The functions `w` and `e` assign a weight and an energy to each label, and several labels may share the same energy.

```lean
/-- Total weight of the levels strictly below the energy `E`. -/
def weightBelow (w e : ι → ℝ) (E : ℝ) : ℝ := ∑ i with e i < E, w i
```

This is $A=\sum_{e_i<E}w_i$.

```lean
/-- Total weight of the levels at or below the energy `E`. -/
def weightUpTo (w e : ι → ℝ) (E : ℝ) : ℝ := ∑ i with e i ≤ E, w i
```

This is $B=\sum_{e_i\le E}w_i$. The weight of the shell itself is therefore $B-A$.

```lean
/-- At fixed positive temperature and with nonnegative weights, raising the Fermi level
never lowers the electron count. -/
theorem electronCount_mono {w : ι → ℝ} (e : ι → ℝ) (hw : ∀ i, 0 ≤ w i) {T μ μ' : ℝ}
    (hT : 0 < T) (h : μ ≤ μ') : electronCount w e μ T ≤ electronCount w e μ' T := by
  refine Finset.sum_le_sum fun i _ => mul_le_mul_of_nonneg_left ?_ (hw i)
  refine one_div_le_one_div_of_le (by positivity) ?_
  gcongr
```

At fixed $T>0$, if $\mu\le\mu'$ then $(e_i-\mu')/T\le(e_i-\mu)/T$. The exponential in the denominator does not increase, so each occupation does not decrease. Multiplying by $w_i\ge0$ and summing gives $n(\mu,T)\le n(\mu',T)$. The proof takes these steps in reverse order: it reduces the sum to its terms, then each term to its denominator, and `gcongr` compares the exponentials.

## Occupations when the Fermi level approaches the shell linearly

```lean
/-- If `(μ(T) - E)/T` tends to `y` as `T` decreases to zero, then the occupation of a level
tends to 1 below `E`, to `1/(1 + exp(-y))` at `E`, and to 0 above `E`. -/
theorem fermi_tendsto {μ : ℝ → ℝ} {E y : ℝ}
    (hy : Tendsto (fun T => (μ T - E) / T) (𝓝[>] 0) (𝓝 y)) (e : ℝ) :
    Tendsto (fun T => fermi e (μ T) T) (𝓝[>] 0)
      (𝓝 (if e < E then 1 else if e = E then 1 / (1 + Real.exp (-y)) else 0)) := by
  have hinv : Tendsto (fun T : ℝ => T⁻¹) (𝓝[>] 0) atTop := tendsto_inv_nhdsGT_zero
  -- split the exponent into the distance from the shell and the scaled Fermi level
  have hsplit : (fun T => fermi e (μ T) T) =
      fun T => (1 + Real.exp ((e - E) * T⁻¹ + -((μ T - E) / T)))⁻¹ := by
    funext T
    have h : (e - μ T) / T = (e - E) * T⁻¹ + -((μ T - E) / T) := by ring
    rw [fermi, h, one_div]
  rw [hsplit]
  rcases lt_trichotomy e E with h | h | h
  · rw [if_pos h]
    have h1 := (hinv.const_mul_atTop_of_neg (sub_neg.mpr h)).atBot_add hy.neg
    have h2 := ((Real.tendsto_exp_atBot.comp h1).const_add 1).inv₀ (by norm_num)
    simpa using h2
  · subst h
    rw [if_neg (lt_irrefl _), if_pos rfl, one_div]
    have h1 := (Real.continuous_exp.tendsto (-y)).comp hy.neg
    have h2 := (h1.const_add 1).inv₀ (by positivity)
    simpa using h2
  · rw [if_neg (not_lt_of_ge h.le), if_neg h.ne']
    have h1 := (hinv.const_mul_atTop (sub_pos.mpr h)).atTop_add hy.neg
    exact tendsto_inv_atTop_zero.comp
      (tendsto_atTop_add_const_left _ 1 (Real.tendsto_exp_atTop.comp h1))
```

`Tendsto f (𝓝[>] 0) (𝓝 y)` says that $f(T)\to y$ as $T$ approaches zero through positive values. The hypothesis is that the scaled distance $(\mu(T)-E)/T$ tends to a finite $y$. By hand, split the exponent:

$$\frac{e-\mu(T)}{T}=\frac{e-E}{T}-\frac{\mu(T)-E}{T}.$$

The second term tends to $-y$, and the first decides between three cases:

- If $e<E$, the exponent tends to $-\infty$ and the occupation to $1$.
- If $e=E$, the exponent tends to $-y$ and the occupation to $1/(1+e^{-y})$.
- If $e>E$, the exponent tends to $+\infty$ and the occupation to $0$.

In the proof, `hsplit` is the split, and `lt_trichotomy` produces the three cases.

```lean
/-- If `(μ(T) - E)/T` tends to `y` as `T` decreases to zero, the electron count tends to the
weight below `E` plus the fraction `1/(1 + exp(-y))` of the weight at `E`. -/
theorem electronCount_tendsto (w e : ι → ℝ) {μ : ℝ → ℝ} {E y : ℝ}
    (hy : Tendsto (fun T => (μ T - E) / T) (𝓝[>] 0) (𝓝 y)) :
    Tendsto (fun T => electronCount w e (μ T) T) (𝓝[>] 0)
      (𝓝 (weightBelow w e E +
        (weightUpTo w e E - weightBelow w e E) * (1 / (1 + Real.exp (-y))))) := by
  -- the limiting count, level by level
  have hval : weightBelow w e E +
      (weightUpTo w e E - weightBelow w e E) * (1 / (1 + Real.exp (-y))) =
      ∑ i, w i * (if e i < E then 1 else if e i = E then 1 / (1 + Real.exp (-y)) else 0) := by
    unfold weightBelow weightUpTo
    rw [Finset.sum_filter, Finset.sum_filter, ← Finset.sum_sub_distrib, Finset.sum_mul,
      ← Finset.sum_add_distrib]
    refine Finset.sum_congr rfl fun i _ => ?_
    rcases lt_trichotomy (e i) E with h | h | h
    · simp [h, h.le]
    · simp [h]
    · simp [not_lt_of_ge h.le, not_le_of_gt h, h.ne']
  rw [hval]
  exact tendsto_finsetSum Finset.univ
    fun i _ => (fermi_tendsto hy (e i)).const_mul (w i)
```

Multiply each limit by its weight and sum over the finitely many levels:

$$n(\mu(T),T)\to A+\frac{B-A}{1+e^{-y}}.$$

The equality `hval` checks, level by level, that this expression is the sum of the individual limits.

## Trapping the Fermi level between two trial levels

```lean
/-- The excess over `N` of the count `A + (B - A)/(1 + exp(-a))`, written over a positive
denominator. -/
theorem shell_excess (A B N a : ℝ) :
    A + (B - A) * (1 / (1 + Real.exp (-a))) - N =
      ((B - N) * Real.exp a - (N - A)) / (1 + Real.exp a) := by
  have h : Real.exp a * Real.exp (-a) = 1 := by rw [← Real.exp_add]; simp
  have h1 : 1 / (1 + Real.exp (-a)) = Real.exp a / (1 + Real.exp a) := by
    rw [div_eq_div_iff (by positivity) (by positivity)]
    linear_combination -h
  have h2 : 1 + Real.exp a ≠ 0 := by positivity
  rw [h1, eq_div_iff h2, sub_mul, add_mul, mul_assoc, div_mul_cancel₀ _ h2]
  ring
```

This identity compares the limiting count with $N$. Since $1/(1+e^{-a})=e^a/(1+e^a)$,

$$A+(B-A)\frac{e^a}{1+e^a}-N=\frac{A+Be^a-N-Ne^a}{1+e^a}=\frac{(B-N)e^a-(N-A)}{1+e^a}.$$

The denominator is positive, so the numerator alone decides whether there are too many or too few electrons.

```lean
/-- Linear law for the Fermi level: with nonnegative weights, `A` below `E` and `B` up to `E`,
and a fixed count `A < N < B`, the ratio `(μ(T) - E)/T` tends to `log((N - A)/(B - N))` as `T`
decreases to zero. -/
theorem fermiLevel_linear_law {w e : ι → ℝ} (hw : ∀ i, 0 ≤ w i) {E N : ℝ}
    (hA : weightBelow w e E < N) (hB : N < weightUpTo w e E) {μ : ℝ → ℝ}
    (hμ : ∀ T, 0 < T → electronCount w e (μ T) T = N) :
    Tendsto (fun T => (μ T - E) / T) (𝓝[>] 0)
      (𝓝 (Real.log ((N - weightBelow w e E) / (weightUpTo w e E - N)))) := by
  have hA' := sub_pos.mpr hA
  have hB' := sub_pos.mpr hB
  have hr := div_pos hA' hB'
  -- the count at the trial Fermi level `E + T a`
  have trial (a : ℝ) := electronCount_tendsto w e (μ := fun T => E + T * a) (E := E) (y := a)
    (tendsto_const_nhds.congr' (by
      filter_upwards [self_mem_nhdsWithin] with T hT
      have hT' : (0 : ℝ) < T := hT
      rw [eq_div_iff hT'.ne']
      ring))
  refine tendsto_order.2 ⟨fun a ha => ?_, fun a ha => ?_⟩
  · -- below the limit the trial level holds too few electrons
    have h1 := (Real.lt_log_iff_exp_lt hr).1 ha
    rw [lt_div_iff₀ hB'] at h1
    have h2 := shell_excess (weightBelow w e E) (weightUpTo w e E) N a
    have h3 := div_neg_of_neg_of_pos (sub_neg.mpr (by linarith :
      (weightUpTo w e E - N) * Real.exp a < N - weightBelow w e E))
      (by positivity : 0 < 1 + Real.exp a)
    filter_upwards [(tendsto_order.1 (trial a)).2 N (by linarith), self_mem_nhdsWithin]
      with T h hT
    have hT' : (0 : ℝ) < T := hT
    by_contra hc
    have h4 := (div_le_iff₀ hT').1 (not_lt.mp hc)
    have h5 := electronCount_mono e hw hT' (by linarith : μ T ≤ E + T * a)
    linarith [hμ T hT']
  · -- above the limit the trial level holds too many electrons
    have h1 := (Real.log_lt_iff_lt_exp hr).1 ha
    rw [div_lt_iff₀ hB'] at h1
    have h2 := shell_excess (weightBelow w e E) (weightUpTo w e E) N a
    have h3 := div_pos (sub_pos.mpr (by linarith :
      N - weightBelow w e E < (weightUpTo w e E - N) * Real.exp a))
      (by positivity : 0 < 1 + Real.exp a)
    filter_upwards [(tendsto_order.1 (trial a)).1 N (by linarith), self_mem_nhdsWithin]
      with T h hT
    have hT' : (0 : ℝ) < T := hT
    by_contra hc
    have h4 := (le_div_iff₀ hT').1 (not_lt.mp hc)
    have h5 := electronCount_mono e hw hT' (by linarith : E + T * a ≤ μ T)
    linarith [hμ T hT']
```

The hypotheses are $w_i\ge0$ (`hw`), $A<N$ (`hA`), $N<B$ (`hB`) and $n(\mu(T),T)=N$ for every $T>0$ (`hμ`). The conclusion is a linear law for the Fermi level:

$$\frac{\mu(T)-E}{T}\to y_*:=\log\frac{N-A}{B-N}.$$

To prove it by hand, take a number $a<y_*$ and the trial Fermi level $E+Ta$, whose scaled distance from the shell is exactly $a$. From $a<y_*$ follows $(B-N)e^a<N-A$, so the limiting count of the trial level is below $N$. For all sufficiently small $T>0$ we therefore have $n(E+Ta,T)<N$. If $\mu(T)\le E+Ta$ held at such a $T$, monotonicity would give

$$N=n(\mu(T),T)\le n(E+Ta,T)<N,$$

a contradiction. Hence $(\mu(T)-E)/T>a$. For $a>y_*$ the trial level eventually holds too many electrons, and the same argument gives $(\mu(T)-E)/T<a$. Since $a$ can be taken as close to $y_*$ as desired on either side, the limit follows.

The Mathlib lemma on which this turns is `tendsto_order`. It says that a real function tends to $y_*$ exactly when it eventually exceeds every number below $y_*$ and eventually stays under every number above it. The proof uses the lemma in both directions. `tendsto_order.2` turns the desired limit into the two trapping statements, while `tendsto_order.1`, applied to the known limit `trial a`, yields the strict inequality between the trial count and $N$ at small $T$. `filter_upwards` then takes an arbitrary $T$ at which this inequality and $T>0$ both hold, and `by_contra` starts the contradiction. No $\varepsilon$ has to be chosen, and $\mu$ never has to be differentiated or inverted.

## The two limits for the shell

```lean
/-- Partially filled shell: with nonnegative weights, `A` below `E` and `B` up to `E`, and a
fixed count `A < N < B`, the Fermi level tends to `E` and the occupation of the shell at `E`
tends to `(N - A)/(B - A)` as `T` decreases to zero. -/
theorem partially_filled_shell {w e : ι → ℝ} (hw : ∀ i, 0 ≤ w i) {E N : ℝ}
    (hA : weightBelow w e E < N) (hB : N < weightUpTo w e E) {μ : ℝ → ℝ}
    (hμ : ∀ T, 0 < T → electronCount w e (μ T) T = N) :
    Tendsto μ (𝓝[>] 0) (𝓝 E) ∧
    Tendsto (fun T => fermi E (μ T) T) (𝓝[>] 0)
      (𝓝 ((N - weightBelow w e E) / (weightUpTo w e E - weightBelow w e E))) := by
  have hy := fermiLevel_linear_law hw hA hB hμ
  have hA' := sub_pos.mpr hA
  have hB' := sub_pos.mpr hB
  constructor
  · -- `μ = E + T · (μ - E)/T`, and the last factor stays bounded
    have hT0 : Tendsto (fun T : ℝ => T) (𝓝[>] 0) (𝓝 0) := nhdsWithin_le_nhds
    have h := (hT0.mul hy).const_add E
    rw [zero_mul, add_zero] at h
    refine h.congr' ?_
    filter_upwards [self_mem_nhdsWithin] with T hT
    have hT' : (0 : ℝ) < T := hT
    rw [mul_div_cancel₀ _ hT'.ne']
    ring
  · have h := fermi_tendsto hy E
    rw [if_neg (lt_irrefl E), if_pos rfl, Real.exp_neg, Real.exp_log (div_pos hA' hB'),
      inv_div] at h
    have h1 : 1 + (weightUpTo w e E - N) / (N - weightBelow w e E) =
        (weightUpTo w e E - weightBelow w e E) / (N - weightBelow w e E) := by
      rw [eq_div_iff hA'.ne', add_mul, div_mul_cancel₀ _ hA'.ne']
      ring
    rwa [h1, one_div_div] at h
```

The symbol `∧` joins the two claims. For the first, write

$$\mu(T)=E+T\,\frac{\mu(T)-E}{T}\to E+0\cdot y_*=E.$$

For the second, put $y=y_*$ into the limiting occupation at $e=E$:

$$\frac{1}{1+e^{-y_*}}=\frac{1}{1+\frac{B-N}{N-A}}=\frac{N-A}{B-A}.$$

The two bullets of the proof carry out these two computations, with `fermi_tendsto` supplying the limit for the second.

As an example, let $A=4$, $B=10$ and $N=6$: two electrons in a shell with room for six. The occupation tends to $1/3$, and the Fermi level approaches the shell from below, as $\mu(T)\approx E-T\log 2$. At half filling $y_*=0$, and the linear term vanishes.

The theorem takes $\mu(T)$ as given. That a suitable value exists at each $T>0$ is a separate matter, which the intermediate value theorem settles, because the count rises continuously from zero to the total weight. The levels are also held fixed, whereas in a self-consistent calculation they would shift with the occupations.

## A single shell at every temperature

```lean
/-- Isolated shell of energy `E` and weight `g` holding `0 < N < g` electrons: at every
temperature `T > 0` the Fermi level is exactly `E + T log(N/(g - N))`. -/
theorem isolated_shell {E g N T μ : ℝ} (hT : 0 < T) (hN : 0 < N) (hg : N < g) :
    g * fermi E μ T = N ↔ μ = E + T * Real.log (N / (g - N)) := by
  have hg' := sub_pos.mpr hg
  unfold fermi
  rw [mul_one_div, div_eq_iff (by positivity)]
  constructor
  · intro h
    have h1 : Real.exp ((E - μ) / T) = (g - N) / N := by
      rw [eq_div_iff hN.ne']
      linear_combination -h
    have h2 : (E - μ) / T = Real.log ((g - N) / N) := by rw [← h1, Real.log_exp]
    rw [div_eq_iff hT.ne'] at h2
    rw [← inv_div (g - N) N, Real.log_inv]
    linear_combination -h2
  · rintro rfl
    have h1 : (E - (E + T * Real.log (N / (g - N)))) / T = -Real.log (N / (g - N)) := by
      rw [div_eq_iff hT.ne']
      ring
    rw [h1, Real.exp_neg, Real.exp_log (div_pos hN hg'), inv_div]
    have h2 := div_mul_cancel₀ (g - N) hN.ne'
    linear_combination -h2

end

end PartiallyFilledShell
```

With one shell of weight $g$ and $0<N<g$, the count equation can be solved directly:

$$\frac{g}{1+e^{(E-\mu)/T}}=N\iff e^{(E-\mu)/T}=\frac{g-N}{N}\iff\mu=E+T\log\frac{N}{g-N}.$$

This is the linear law with $A=0$ and $B=g$, now exact at each $T>0$. The symbol `↔` means that the formula solves the count equation and is its only solution. The proof treats the two directions separately: the first takes a logarithm, the second substitutes the formula for $\mu$.

```lean
#print axioms PartiallyFilledShell.partially_filled_shell
#print axioms PartiallyFilledShell.isolated_shell
```

```
'PartiallyFilledShell.partially_filled_shell' depends on axioms: [propext, Classical.choice, Quot.sound]
'PartiallyFilledShell.isolated_shell' depends on axioms: [propext, Classical.choice, Quot.sound]
```

## What the linear law means for a Fermi-level solver

A code with Fermi-Dirac smearing can find $\mu$ by bisection on $n(\mu,T)=N$, and the monotonicity of the count tells it which half of the interval to keep. For an open shell at small $T$, the linear law supplies a starting value, $E+T\log\frac{N-A}{B-N}$.

It also bears on the stopping criterion. Since $\partial f/\partial\mu=f(1-f)/T$, a small error $\delta\mu$ changes the shell occupation by about $f(1-f)\,\delta\mu/T$. A fixed tolerance on $\mu$ thus becomes too loose as $T$ shrinks; the tolerance should scale with $T$, or the test should be on the electron count itself.

Computed levels that ought to be degenerate often differ by a small numerical splitting. The shared occupation $(N-A)/(B-A)$ is then a good description while $T$ is large compared with that splitting and small compared with the distance to the neighbouring shells.
